# Unit angular-momentum directions with x⁴ + y⁴ + z⁴ = 1 are the six signed coordinate axes

The direction of a molecule's angular momentum, seen in the molecular frame, is modelled as a real unit vector (x, y, z), and its distortion energy as the dimensionless quartic x⁴ + y⁴ + z⁴, with no other terms or coefficients. The theorem `maxima_eq_axes` says that the unit vectors on which this energy equals 1 are exactly the six vectors pointing either way along a coordinate axis. For one inclusion, the proof combines the norm and energy equations to show that the squares of the pairwise products of coordinates sum to zero, so that at most one coordinate is nonzero. For the other, it takes each of the six axis vectors in turn and checks both equations by computation.

Lean 4 with Mathlib refuses this proof:

```lean
import Mathlib

open Set

namespace SphericalTopClusters

noncomputable section

/-- The unit sphere of directions of the angular momentum in the molecular frame. -/
def unitSphere : Set (Fin 3 → ℝ) := {n | n 0 ^ 2 + n 1 ^ 2 + n 2 ^ 2 = 1}

/-- The quartic function `x⁴ + y⁴ + z⁴`, called the distortion energy here. -/
def distortion (n : Fin 3 → ℝ) : ℝ := n 0 ^ 4 + n 1 ^ 4 + n 2 ^ 4

/-- The sign `+1` or `-1` labelled by a Boolean. -/
def sgn (b : Bool) : ℝ := if b then 1 else -1

/-- The unit vector along a coordinate axis, with a chosen sign. -/
def axisPoint (p : Fin 3 × Bool) : Fin 3 → ℝ := fun j => if j = p.1 then sgn p.2 else 0

lemma mem_range_axisPoint {n : Fin 3 → ℝ} (i : Fin 3) (hz : ∀ j, j ≠ i → n j = 0)
    (h : n i * n i = 1) : n ∈ range axisPoint := by
  rcases mul_self_eq_one_iff.mp h with h1 | h1
  · refine ⟨(i, true), funext fun j => ?_⟩
    by_cases hj : j = i
    · simp [axisPoint, sgn, hj, h1]
    · simp [axisPoint, hj, hz j hj]
  · refine ⟨(i, false), funext fun j => ?_⟩
    by_cases hj : j = i
    · simp [axisPoint, sgn, hj, h1]
    · simp [axisPoint, hj, hz j hj]

/-- The directions of distortion energy `1` are exactly the signed coordinate axes. -/
theorem maxima_eq_axes : {n ∈ unitSphere | distortion n = 1} = range axisPoint := by
  ext n
  constructor
  · rintro ⟨hs, hE⟩
    have hs' : n 0 ^ 2 + n 1 ^ 2 + n 2 ^ 2 = 1 := hs
    have hE' : n 0 ^ 4 + n 1 ^ 4 + n 2 ^ 4 = 1 := hE
    -- the square of the norm minus the energy is twice a sum of squared products
    have key : (n 0 * n 1) ^ 2 + (n 0 * n 2) ^ 2 + (n 1 * n 2) ^ 2 = 0 := by
      linear_combination ((n 0 ^ 2 + n 1 ^ 2 + n 2 ^ 2 + 1) / 2) * hs' - hE' / 2
    have p := sq_nonneg (n 0 * n 1)
    have q := sq_nonneg (n 0 * n 2)
    have r := sq_nonneg (n 1 * n 2)
    have h01 : n 0 * n 1 = 0 := (pow_eq_zero_iff two_ne_zero).mp (by linarith)
    have h02 : n 0 * n 2 = 0 := (pow_eq_zero_iff two_ne_zero).mp (by linarith)
    have h12 : n 1 * n 2 = 0 := (pow_eq_zero_iff two_ne_zero).mp (by linarith)
    by_cases h0 : n 0 = 0
    · by_cases h1 : n 1 = 0
      · refine mem_range_axisPoint 2 (fun j hj => ?_) (by rw [h0, h1] at hs'; linarith)
        match j, hj with
        | 0, _ => exact h0
        | 1, _ => exact h1
        | 2, hj => exact absurd rfl hj
      · have h2 : n 2 = 0 := (mul_eq_zero.mp h12).resolve_left h1
        refine mem_range_axisPoint 1 (fun j hj => ?_) (by rw [h0, h2] at hs'; linarith)
        match j, hj with
        | 0, _ => exact h0
        | 1, hj => exact absurd rfl hj
        | 2, _ => exact h2
    · have h1 : n 1 = 0 := (mul_eq_zero.mp h01).resolve_left h0
      have h2 : n 2 = 0 := (mul_eq_zero.mp h02).resolve_left h0
      refine mem_range_axisPoint 0 (fun j hj => ?_) (by rw [h1, h2] at hs'; linarith)
      match j, hj with
      | 0, hj => exact absurd rfl hj
      | 1, _ => exact h1
      | 2, _ => exact h2
  · rintro ⟨⟨i, b⟩, rfl⟩
    fin_cases i <;> cases b <;> norm_num [unitSphere, distortion, axisPoint, sgn]

end

end SphericalTopClusters
```

Compiling this gives:

```
Main.lean:69:2: error: unsolved goals
case mpr.«0».false
⊢ ¬2 = 0

case mpr.«0».true
⊢ ¬2 = 0

case mpr.«1».false
⊢ ¬2 = 1

case mpr.«1».true
⊢ ¬2 = 1

case mpr.«2».false
⊢ 2 = ⟨2, ⋯⟩

case mpr.«2».true
⊢ 2 = ⟨2, ⋯⟩
```

The error lies in the second inclusion, where `fin_cases i <;> cases b` produces six cases and `norm_num` is left to finish each one. It unfolds the definitions and disposes of the real arithmetic, but a question about indices survives in every case. These questions come from the test `j = p.1` in `axisPoint`, which compares two elements of `Fin 3`. For axes 0 and 1 it remains to show that index 2 is a different index, `¬2 = 0` or `¬2 = 1`. For axis 2 it remains to show that the numeral `2` equals `⟨2, ⋯⟩`, the same index written as a value with a proof of its bound. All six goals are true, but `norm_num` with the lemmas given did not settle them.

The repair adds `<;> decide`, which runs `decide` on each goal that `norm_num` leaves. Equality in `Fin 3` is decidable and these goals contain no variables, so `decide` proves them by evaluation. The reworded comment above `key` is mere tidying and has no effect on compilation.

Lean accepts the file once it reads:

```diff
@@ -38,5 +38,5 @@
     have hs' : n 0 ^ 2 + n 1 ^ 2 + n 2 ^ 2 = 1 := hs
     have hE' : n 0 ^ 4 + n 1 ^ 4 + n 2 ^ 4 = 1 := hE
-    -- the square of the norm minus the energy is twice a sum of squared products
+    -- on the sphere, one minus the energy is twice this sum of squared products
     have key : (n 0 * n 1) ^ 2 + (n 0 * n 2) ^ 2 + (n 1 * n 2) ^ 2 = 0 := by
       linear_combination ((n 0 ^ 2 + n 1 ^ 2 + n 2 ^ 2 + 1) / 2) * hs' - hE' / 2
@@ -68,5 +68,5 @@
       | 2, _ => exact h2
   · rintro ⟨⟨i, b⟩, rfl⟩
-    fin_cases i <;> cases b <;> norm_num [unitSphere, distortion, axisPoint, sgn]
+    fin_cases i <;> cases b <;> norm_num [unitSphere, distortion, axisPoint, sgn] <;> decide
 
 end
```
